# Under the Schrödinger equation, the mean energy changes only through the Hamiltonian's explicit time dependence

For a finite-dimensional system with ħ = 1, let the state obey ψ′ = −iAψ at a time t, where the Hamiltonian matrix A is Hermitian at t and its entries have derivatives there, collected in A′. The lemma states that Re⟨ψ, Aψ⟩ then has derivative Re⟨ψ, A′ψ⟩ at t. The state need not be normalised; for nonzero ψ, the usual mean energy is ⟨ψ, Aψ⟩ divided by ⟨ψ, ψ⟩. The attempt applies the product rule to Aψ and then to ⟨ψ, Aψ⟩, shows that the two terms containing ψ′ cancel, and takes the real part.

As first written in Lean, the proof fails:

```lean
import Mathlib

open Matrix

namespace EhrenfestDynamics

noncomputable section

variable {n κ : Type*} [Fintype n] [Fintype κ] [DecidableEq κ]

/-- The real part of the expectation value `⟨ψ, A ψ⟩`. -/
def expect (A : Matrix n n ℂ) (ψ : n → ℂ) : ℝ := (star ψ ⬝ᵥ A *ᵥ ψ).re

/-- A Hermitian matrix can be moved to the other side of the inner product. -/
theorem hermitian_move {A : Matrix n n ℂ} (hA : A.IsHermitian) (x y : n → ℂ) :
    star x ⬝ᵥ A *ᵥ y = star (A *ᵥ x) ⬝ᵥ y := by
  rw [Matrix.star_mulVec, hA.eq, Matrix.dotProduct_mulVec]

/-- If `ψ' = -i A(t) ψ` with `A(t)` Hermitian, the energy expectation value changes only
through the explicit change of `A`: its rate is `⟨ψ, A' ψ⟩`. -/
theorem hasDerivAt_expect {A : ℝ → Matrix n n ℂ} {A' : Matrix n n ℂ} {ψ : ℝ → n → ℂ} {t : ℝ}
    (hA : (A t).IsHermitian) (hA' : ∀ i j, HasDerivAt (fun s => A s i j) (A' i j) t)
    (hψ : HasDerivAt ψ ((-Complex.I) • (A t *ᵥ ψ t)) t) :
    HasDerivAt (fun s => expect (A s) (ψ s)) (expect A' (ψ t)) t := by
  have hc := hasDerivAt_pi.mp hψ
  set φ : n → ℂ := (-Complex.I) • (A t *ᵥ ψ t) with hφ
  -- product rule for `A ψ`
  have h1 : ∀ i, HasDerivAt (fun s => (A s *ᵥ ψ s) i) ((A' *ᵥ ψ t + A t *ᵥ φ) i) t := by
    intro i
    have h := HasDerivAt.fun_sum (u := Finset.univ)
      (fun j _ => (hA' i j).fun_mul (hc j))
    exact h.congr_deriv (by
      simp only [Pi.add_apply, Matrix.mulVec, dotProduct, Finset.sum_add_distrib])
  -- product rule for `⟨ψ, A ψ⟩`
  have h2 : HasDerivAt (fun s => star (ψ s) ⬝ᵥ A s *ᵥ ψ s)
      (star φ ⬝ᵥ A t *ᵥ ψ t + star (ψ t) ⬝ᵥ (A' *ᵥ ψ t + A t *ᵥ φ)) t := by
    have h := HasDerivAt.fun_sum (u := Finset.univ)
      (fun i _ => (hc i).star.fun_mul (h1 i))
    exact h.congr_deriv (by
      simp only [dotProduct, Pi.star_apply, Finset.sum_add_distrib])
  -- the two terms with `ψ'` cancel
  have h3 : star φ ⬝ᵥ A t *ᵥ ψ t + star (ψ t) ⬝ᵥ A t *ᵥ φ = 0 := by
    rw [hermitian_move hA, hφ, star_smul, smul_dotProduct, dotProduct_smul]
    simp
  have h4 := h2.congr_deriv (g' := star (ψ t) ⬝ᵥ A' *ᵥ ψ t) (by
    rw [dotProduct_add]
    linear_combination h3)
  exact Complex.reCLM.hasFDerivAt.comp_hasDerivAt t h4

end

end EhrenfestDynamics
```

The error:

```
Main.lean:43:31: error: Tactic `rewrite` failed: Did not find an occurrence of the pattern
  star (?r • ?a)
in the target expression
  star (A t *ᵥ -Complex.I • A t *ᵥ ψ t) ⬝ᵥ ψ t + star (ψ t) ⬝ᵥ A t *ᵥ -Complex.I • A t *ᵥ ψ t = 0

n : Type u_1
inst✝ : Fintype n
A : ℝ → Matrix n n ℂ
A' : Matrix n n ℂ
ψ : ℝ → n → ℂ
t : ℝ
hA : (A t).IsHermitian
hA' : ∀ (i j : n), HasDerivAt (fun s => A s i j) (A' i j) t
φ : n → ℂ := -Complex.I • A t *ᵥ ψ t
hψ : HasDerivAt ψ φ t
hc : ∀ (i : n), HasDerivAt (fun x => ψ x i) (φ i) t
hφ : φ = -Complex.I • A t *ᵥ ψ t
h1 : ∀ (i : n), HasDerivAt (fun s => (A s *ᵥ ψ s) i) ((A' *ᵥ ψ t + A t *ᵥ φ) i) t
h2 : HasDerivAt (fun s => star (ψ s) ⬝ᵥ A s *ᵥ ψ s) (star φ ⬝ᵥ A t *ᵥ ψ t + star (ψ t) ⬝ᵥ (A' *ᵥ ψ t + A t *ᵥ φ)) t
⊢ star (A t *ᵥ -Complex.I • A t *ᵥ ψ t) ⬝ᵥ ψ t + star (ψ t) ⬝ᵥ A t *ᵥ -Complex.I • A t *ᵥ ψ t = 0
```

What went wrong. The error arises in `h3`, the cancellation of the two terms containing `φ`, which stands for ψ′. The lemma `hermitian_move hA` moves the matrix to the left side of an inner product, but its vectors were left open, so `rw` fixed them by the first match: the term `star φ ⬝ᵥ A t *ᵥ ψ t`. This became `star (A t *ᵥ φ) ⬝ᵥ ψ t`. Once `hφ` had unfolded `φ`, the scalar −i sat inside the matrix-vector product, under `A t *ᵥ`. `star_smul` needs `star` applied directly to a scalar multiple, and the goal contained no such expression.

The repair supplies the vectors, `hermitian_move hA (ψ t) φ`, so that the second term is rewritten instead, to `star (A t *ᵥ ψ t) ⬝ᵥ φ`. The first term keeps `star φ`, which unfolds to `star` of a scalar multiple, as `star_smul` requires. The next two rewrites take the scalars out of the inner products, leaving i and −i times the same number, and `simp` closes the goal.

As a diff, the version that Lean accepts:

```diff
@@ -41,5 +41,5 @@
   -- the two terms with `ψ'` cancel
   have h3 : star φ ⬝ᵥ A t *ᵥ ψ t + star (ψ t) ⬝ᵥ A t *ᵥ φ = 0 := by
-    rw [hermitian_move hA, hφ, star_smul, smul_dotProduct, dotProduct_smul]
+    rw [hermitian_move hA (ψ t) φ, hφ, star_smul, smul_dotProduct, dotProduct_smul]
     simp
   have h4 := h2.congr_deriv (g' := star (ψ t) ⬝ᵥ A' *ᵥ ψ t) (by
```
